# For weak coupling, a one-boson cutoff misses core-hole relaxation energy of leading size $g^4/w^3$

**Question.** A core hole coupled linearly, with strength $g$, to a boson of energy $w>0$ relaxes by $g^2/w$, but if I keep at most one boson, the lowest energy comes out too high, by about $g^4/w^3$ at small $g$. This puzzles me. Second-order perturbation theory uses only the one-boson state, and it already gives $-g^2/w$, the full answer. Why does diagonalising in a space that contains this state lose part of the relaxation?

**Answer.** The truncated energy is $E_-=\tfrac12\left(w-\sqrt{w^2+4g^2}\right)$, and the relaxation it misses is

$$E_-+\frac{g^2}{w}=\frac{g^4}{w\left(\frac{w+\sqrt{w^2+4g^2}}{2}\right)^2},$$

which, divided by $g^4$, tends to $1/w^3$ as $g\to0$. The loss arises because the one-boson state cannot itself relax. The truncated eigenvalue obeys $E_-=-g^2/(w-E_-)$: the hole state moves down, the one-boson state has no two-boson state to push it down in turn, and the denominator grows beyond $w$. In the full problem all levels shift together and the spacing stays $w$.

In this single-mode, linearly coupled model, the cutoff is an analogue of an equation-of-motion coupled-cluster expansion for ionisation (EOM-IP) that stops at two-hole-one-particle operators: the hole may be accompanied by one excitation of its surroundings, but not by two. It is not itself a coupled-cluster calculation.

### Displacing the boson

Let $b$ and $c$ be the annihilation and creation operators, $H=w\,cb+g(b+c)$, and $s=g/w$. Put $B=b+s$ and $C=c+s$. Then

$$wCB=w\,cb+ws(b+c)+ws^2=H+\frac{g^2}{w},$$

so $H=wCB-g^2/w$. No commutator was used.

Now let $[b,c]=1$. The terms linear in $s$ cancel in $BC-CB$, so $[B,C]=1$ too. Take $v\neq0$ with $bv=-sv$, that is, $Bv=0$. Then $CBC^mv=mC^mv$ for every $m$: this is clear for $m=0$, and

$$CBC^{m+1}v=C(CB+1)C^mv=(m+1)C^{m+1}v.$$

If $C^{m+1}v$ were zero, then $0=BC\,C^mv=(m+1)C^mv$ would make $C^mv$ zero as well, and so on down to $v$. Hence each $C^nv$ is an eigenvector of $H$ with energy $nw-g^2/w$. When $c$ is the adjoint of $b$ and $v$ has unit norm, the normalised states are $C^nv/\sqrt{n!}$.

With $c$ adjoint to $b$, but without any commutator,

$$\langle x,Hx\rangle=w\|Bx\|^2-\frac{g^2}{w}\|x\|^2\ \ge\ -\frac{g^2}{w}\|x\|^2,$$

with equality exactly when $bx=-sx$.

### Diagonalising with at most one boson

Number the components $v_0$ (no boson) and $v_1$ (one boson). The eigenvalue equations are

$$gv_1=Ev_0,\qquad gv_0+wv_1=Ev_1.$$

Eliminating either component gives $(E^2-wE-g^2)v_i=0$ for $i=0,1$. Since $v\neq0$, we get $E^2-wE-g^2=0$. With $S=\sqrt{w^2+4g^2}$ this reads $(w-2E)^2=S^2$, so $w-2E\le S$ and $E\ge E_-=(w-S)/2$.

The value $E_-$ is attained by $(w-E_-,\,-g)$, whose first component $(w+S)/2$ is positive. Its squared norm is $S(w+S)/2$, so the normalised state has one-boson probability $\tfrac12(1-w/S)$.

For the missing energy, use $4g^2=(S-w)(S+w)$, which gives $E_-=-2g^2/(w+S)$ and

$$E_-+\frac{g^2}{w}=\frac{g^2(S-w)}{w(S+w)}=\frac{4g^4}{w(S+w)^2}.$$

As $g\to0$, $S\to w$, and the ratio to $g^4$ tends to $1/w^3$. For $g\neq0$ we have $S>w$, so the deficit lies strictly between $0$ and $g^4/w^3$; this last inequality is a reading of the formula and has no theorem of its own below.

### What the Lean statements say

`holeH w g b c` is $H$ in an arbitrary real algebra, and `displace s x` is $x+s$. The bare energy of the hole is set to zero and the hole is static, so $H$ describes only the boson's response.

- `completed_square` needs only $w\neq0$.
- `relaxed_ladder` takes operators in `Module.End ℝ V`, the linear maps of a real vector space to itself. It assumes $[b,c]=1$ and a given displaced vacuum $v$, and concludes that each ladder vector is nonzero and has the stated energy. It does not say that these are all the eigenvectors.
- `relaxation_bound` assumes $w>0$ and the adjoint relation `hadj`. It does not supply a nonzero vector that attains the bound. For a physical boson, the space must be large enough to contain one: if $g\neq0$, finite combinations of the original number states do not suffice, because the displaced vacuum is a coherent state. The full Hilbert space is too large, because $b$ and $c$ are not defined on all of it. The states whose number-state coefficients fall off faster than every power of the boson number form a suitable space.
- `truncated_ground` identifies the truncated Hamiltonian with the matrix with rows $(0,g)$ and $(g,w)$. `IsLeast` then says that `truncE w g`, which is $E_-$, belongs to the set of eigenvalues and that no eigenvalue is smaller.
- `missing_relaxation` is the closed form for every real $g$. In `missing_relaxation_limit`, the filter `𝓝[≠] 0` means that $g$ approaches zero through nonzero values.

Two further theorems give examples that meet the operator hypotheses. On real polynomials, the shifted derivative and the shifted multiplication by $X$ have commutator one, with the constant $1$ as displaced vacuum. On the plane, the truncated ladder matrices are adjoint to each other. Their commutator is $\mathrm{diag}(1,-1)$, so the energy bound applies to them but the ladder theorem does not.

```lean
import Mathlib

open Matrix Filter Topology
open scoped InnerProductSpace

namespace CoreHoleRelaxation

noncomputable section

/-- The core-hole Hamiltonian `w c b + g (b + c)`: a boson of energy `w` coupled linearly,
with strength `g`, to the hole. -/
def holeH {A : Type*} [Ring A] [Algebra ℝ A] (w g : ℝ) (b c : A) : A :=
  w • (c * b) + g • (b + c)

/-- The operator `x` displaced by the number `s`. -/
def displace {A : Type*} [Ring A] [Algebra ℝ A] (s : ℝ) (x : A) : A := x + s • (1 : A)

/-- For `w ≠ 0` the linear coupling is absorbed by displacing both ladder operators by `g / w`,
at the price of the constant `-g² / w`. -/
theorem completed_square {A : Type*} [Ring A] [Algebra ℝ A] {w : ℝ} (hw : w ≠ 0) (g : ℝ)
    (b c : A) :
    holeH w g b c
      = w • (displace (g / w) c * displace (g / w) b) - (g ^ 2 / w) • (1 : A) := by
  -- write the coupling as `g = w s`
  obtain ⟨s, rfl⟩ : ∃ s, g = w * s := ⟨g / w, by field_simp⟩
  have h1 : w * s / w = s := by field_simp
  have h2 : (w * s) ^ 2 / w = w * s ^ 2 := by field_simp
  rw [h1, h2]
  simp only [holeH, displace, add_mul, mul_add, smul_mul_assoc, mul_smul_comm, one_mul, mul_one]
  module

/-- Displacing both ladder operators by the same number leaves their commutator unchanged. -/
theorem displaced_commutator {A : Type*} [Ring A] [Algebra ℝ A] (s : ℝ) (b c : A) :
    displace s b * displace s c - displace s c * displace s b = b * c - c * b := by
  simp only [displace, add_mul, mul_add, smul_mul_assoc, mul_smul_comm, one_mul, mul_one]
  module

/-- Let `[b, c] = 1`, `w ≠ 0`, and let `v ≠ 0` satisfy `b v = -(g / w) v`. Then applying the
displaced creation operator `n` times to `v` gives a nonzero eigenvector of the core-hole
Hamiltonian with energy `n w - g² / w`. -/
theorem relaxed_ladder {V : Type*} [AddCommGroup V] [Module ℝ V] {w g : ℝ} (hw : w ≠ 0)
    (b c : Module.End ℝ V) (hbc : b * c - c * b = 1) {v : V} (hv : v ≠ 0)
    (hb : b v = (-(g / w)) • v) (n : ℕ) :
    (displace (g / w) c ^ n) v ≠ 0 ∧
      holeH w g b c ((displace (g / w) c ^ n) v)
        = (n * w - g ^ 2 / w) • (displace (g / w) c ^ n) v := by
  have hcomm := (displaced_commutator (g / w) b c).trans hbc
  have hB : displace (g / w) b v = 0 := by
    simp only [displace, LinearMap.add_apply, LinearMap.smul_apply, Module.End.one_apply, hb]
    module
  rw [completed_square hw]
  generalize displace (g / w) b = B at *
  generalize displace (g / w) c = C at *
  have hx : ∀ x, B (C x) = C (B x) + x := fun x => by
    have h := LinearMap.congr_fun hcomm x
    simp only [LinearMap.sub_apply, Module.End.mul_apply, Module.End.one_apply] at h
    exact sub_eq_iff_eq_add'.mp h
  -- the displaced number operator counts the quanta
  have hN : ∀ m : ℕ, C (B ((C ^ m) v)) = (m : ℝ) • (C ^ m) v := by
    intro m
    induction m with
    | zero => simp [hB]
    | succ m ih =>
      rw [pow_succ', Module.End.mul_apply, hx, ih, map_add, map_smul]
      push_cast
      module
  constructor
  · induction n with
    | zero => simpa using hv
    | succ m ih =>
      intro h0
      rw [pow_succ', Module.End.mul_apply] at h0
      have h1 := hx ((C ^ m) v)
      rw [h0, map_zero, hN] at h1
      have h2 : ((m : ℝ) + 1) • (C ^ m) v = 0 := by
        rw [add_smul, one_smul]
        exact h1.symm
      exact (smul_eq_zero.mp h2).elim (fun h => Nat.cast_add_one_ne_zero m h) ih
  · simp only [LinearMap.sub_apply, LinearMap.smul_apply, Module.End.mul_apply,
      Module.End.one_apply, hN]
    module

/-- On real polynomials, `d/dX - s` and `X - s` have commutator one, and the constant
polynomial `1` is an eigenvector of the first with eigenvalue `-s`. -/
theorem relaxed_ladder_witness (s : ℝ) :
    let b : Module.End ℝ (Polynomial ℝ) := displace (-s) Polynomial.derivative
    let c : Module.End ℝ (Polynomial ℝ) := displace (-s) (LinearMap.mulLeft ℝ Polynomial.X)
    b * c - c * b = 1 ∧ b 1 = (-s) • (1 : Polynomial ℝ) := by
  intro b c
  constructor
  · refine (displaced_commutator (-s) _ _).trans (LinearMap.ext fun p => ?_)
    simp [Module.End.mul_apply, Polynomial.derivative_mul]
  · simp [b, displace]

/-- If `c` is the adjoint of `b` and `w > 0`, the energy of `x` is at least `-g² / w` times its
squared norm, with equality exactly when `b x = -(g / w) x`. -/
theorem relaxation_bound {V : Type*} [NormedAddCommGroup V] [InnerProductSpace ℝ V] {w : ℝ}
    (hw : 0 < w) (g : ℝ) (b c : Module.End ℝ V) (hadj : ∀ x y, ⟪x, c y⟫_ℝ = ⟪b x, y⟫_ℝ) (x : V) :
    -(g ^ 2 / w) * ‖x‖ ^ 2 ≤ ⟪x, holeH w g b c x⟫_ℝ ∧
      (⟪x, holeH w g b c x⟫_ℝ = -(g ^ 2 / w) * ‖x‖ ^ 2 ↔ b x = (-(g / w)) • x) := by
  have h : ∀ z, ⟪x, c z + (g / w) • z⟫_ℝ = ⟪b x + (g / w) • x, z⟫_ℝ := fun z => by
    rw [inner_add_right, inner_add_left, real_inner_smul_right, real_inner_smul_left, hadj]
  -- the energy is a squared norm plus the relaxation constant
  have key : ⟪x, holeH w g b c x⟫_ℝ
      = w * ‖b x + (g / w) • x‖ ^ 2 - g ^ 2 / w * ‖x‖ ^ 2 := by
    rw [completed_square hw.ne']
    simp only [displace, LinearMap.sub_apply, LinearMap.smul_apply, Module.End.mul_apply,
      LinearMap.add_apply, Module.End.one_apply, inner_sub_right, real_inner_smul_right]
    rw [h, real_inner_self_eq_norm_sq, real_inner_self_eq_norm_sq]
  rw [key]
  refine ⟨?_, fun he => ?_, fun he => ?_⟩
  · have := mul_nonneg hw.le (sq_nonneg ‖b x + (g / w) • x‖)
    linarith
  · have h0 : w * ‖b x + (g / w) • x‖ ^ 2 = 0 := by linarith
    have h1 := pow_eq_zero_iff two_ne_zero |>.mp ((mul_eq_zero.mp h0).resolve_left hw.ne')
    rw [neg_smul]
    exact eq_neg_of_add_eq_zero_left (norm_eq_zero.mp h1)
  · rw [he, neg_smul, neg_add_cancel, norm_zero]
    ring

/-- The ladder matrices cut off at one boson are adjoint to each other on the plane. -/
theorem relaxation_bound_witness (x y : EuclideanSpace ℝ (Fin 2)) :
    ⟪x, Matrix.toEuclideanLin !![0, 0; 1, 0] y⟫_ℝ
      = ⟪Matrix.toEuclideanLin !![0, 1; 0, 0] x, y⟫_ℝ := by
  simp [Matrix.toEuclideanLin, PiLp.inner_apply, Matrix.mulVec, dotProduct, Fin.sum_univ_two,
    mul_comm]

/-- The lower root `(w - √(w² + 4 g²)) / 2` of the one-boson secular equation. -/
def truncE (w g : ℝ) : ℝ := (w - √(w ^ 2 + 4 * g ^ 2)) / 2

/-- With the ladder matrices cut off at one boson, the core-hole Hamiltonian is the matrix with
rows `(0, g)` and `(g, w)`; for `w > 0` its least eigenvalue is `truncE w g`. -/
theorem truncated_ground {w : ℝ} (hw : 0 < w) (g : ℝ) :
    holeH w g !![0, 1; 0, 0] !![0, 0; 1, 0] = !![0, g; g, w] ∧
      IsLeast {E : ℝ | ∃ v : Fin 2 → ℝ, v ≠ 0 ∧ !![0, g; g, w] *ᵥ v = E • v} (truncE w g) := by
  have hS : √(w ^ 2 + 4 * g ^ 2) ^ 2 = w ^ 2 + 4 * g ^ 2 := Real.sq_sqrt (by positivity)
  have hq : truncE w g ^ 2 - w * truncE w g - g ^ 2 = 0 := by
    unfold truncE
    linear_combination hS / 4
  have hlt : 0 < w - truncE w g := by
    have := Real.sqrt_nonneg (w ^ 2 + 4 * g ^ 2)
    unfold truncE
    linarith
  refine ⟨?_, ⟨![w - truncE w g, -g], fun h => ?_, ?_⟩, ?_⟩
  · ext i j
    fin_cases i <;> fin_cases j <;> simp [holeH]
  · have h0 : w - truncE w g = 0 := congrFun h 0
    exact hlt.ne' h0
  · ext i
    fin_cases i
    · simp [Matrix.mulVec, dotProduct, Fin.sum_univ_two]
      linear_combination hq
    · simp [Matrix.mulVec, dotProduct, Fin.sum_univ_two]
      ring
  · rintro E ⟨v, hv, h⟩
    have h0 : g * v 1 = E * v 0 := by
      simpa [Matrix.mulVec, dotProduct, Fin.sum_univ_two] using congrFun h 0
    have h1 : g * v 0 + w * v 1 = E * v 1 := by
      simpa [Matrix.mulVec, dotProduct, Fin.sum_univ_two] using congrFun h 1
    -- every eigenvalue solves the secular equation
    have hp : E ^ 2 - w * E - g ^ 2 = 0 := by
      by_contra hne
      have a0 : (E ^ 2 - w * E - g ^ 2) * v 0 = 0 := by
        linear_combination (w - E) * h0 - g * h1
      have a1 : (E ^ 2 - w * E - g ^ 2) * v 1 = 0 := by
        linear_combination -g * h0 - E * h1
      apply hv
      ext i
      fin_cases i
      · exact (mul_eq_zero.mp a0).resolve_left hne
      · exact (mul_eq_zero.mp a1).resolve_left hne
    have hle : w - 2 * E ≤ √(w ^ 2 + 4 * g ^ 2) :=
      (le_abs_self _).trans (Real.abs_le_sqrt (by nlinarith))
    unfold truncE
    linarith

/-- For `w > 0`, the relaxation energy missed by the one-boson truncation, in closed form. -/
theorem missing_relaxation {w : ℝ} (hw : 0 < w) (g : ℝ) :
    truncE w g + g ^ 2 / w = g ^ 4 / (w * ((w + √(w ^ 2 + 4 * g ^ 2)) / 2) ^ 2) := by
  have hS : √(w ^ 2 + 4 * g ^ 2) ^ 2 = w ^ 2 + 4 * g ^ 2 := Real.sq_sqrt (by positivity)
  have hn := Real.sqrt_nonneg (w ^ 2 + 4 * g ^ 2)
  unfold truncE
  generalize √(w ^ 2 + 4 * g ^ 2) = S at *
  have hne : w + S ≠ 0 := by positivity
  have h2 : g ^ 2 = (S ^ 2 - w ^ 2) / 4 := by linarith
  have h4 : g ^ 4 = ((S ^ 2 - w ^ 2) / 4) ^ 2 := by rw [← h2]; ring
  rw [h4, h2]
  field_simp
  ring

/-- For `w > 0`, the missing relaxation energy divided by `g⁴` tends to `1 / w³` as the coupling
`g` tends to zero through nonzero values. -/
theorem missing_relaxation_limit {w : ℝ} (hw : 0 < w) :
    Tendsto (fun g : ℝ => (truncE w g + g ^ 2 / w) / g ^ 4) (𝓝[≠] 0) (𝓝 (1 / w ^ 3)) := by
  have hne : ∀ g : ℝ, w * ((w + √(w ^ 2 + 4 * g ^ 2)) / 2) ^ 2 ≠ 0 := fun g => by positivity
  have hc : Continuous fun g : ℝ => 1 / (w * ((w + √(w ^ 2 + 4 * g ^ 2)) / 2) ^ 2) :=
    continuous_const.div (by fun_prop) hne
  have hv : 1 / (w * ((w + √(w ^ 2 + 4 * (0 : ℝ) ^ 2)) / 2) ^ 2) = 1 / w ^ 3 := by
    rw [show w ^ 2 + 4 * (0 : ℝ) ^ 2 = w ^ 2 by ring, Real.sqrt_sq hw.le]
    congr 1
    ring
  rw [← hv]
  refine ((hc.tendsto 0).mono_left nhdsWithin_le_nhds).congr' ?_
  filter_upwards [self_mem_nhdsWithin] with g hg
  have hg' : g ≠ 0 := hg
  rw [missing_relaxation hw, div_right_comm, div_self (pow_ne_zero 4 hg')]

end

end CoreHoleRelaxation
```

```lean
#print axioms CoreHoleRelaxation.relaxed_ladder
#print axioms CoreHoleRelaxation.truncated_ground
#print axioms CoreHoleRelaxation.missing_relaxation
#print axioms CoreHoleRelaxation.missing_relaxation_limit
```

```
'CoreHoleRelaxation.relaxed_ladder' depends on axioms: [propext, Classical.choice, Quot.sound]
'CoreHoleRelaxation.truncated_ground' depends on axioms: [propext, Classical.choice, Quot.sound]
'CoreHoleRelaxation.missing_relaxation' depends on axioms: [propext, Classical.choice, Quot.sound]
'CoreHoleRelaxation.missing_relaxation_limit' depends on axioms: [propext, Classical.choice, Quot.sound]
```

### From the algebra to the tactics

In `completed_square`, the coupling is rewritten as $g=ws$, `simp only` multiplies out the product, and `module` compares coefficients. `displaced_commutator` is the same expansion applied to $BC-CB$.

In `relaxed_ladder`, `hB` is $Bv=0$, `hx` is $BCx=CBx+x$, and `hN` is the induction that counts quanta. A second induction shows that the ladder vectors are nonzero, using the factor $m+1$ as above. The energy then follows from `hN` and the completed square.

In `relaxation_bound`, `h` moves the displaced creation operator to the other side of the inner product, and `key` is the squared-norm formula. The inequality comes from the nonnegative square, and the equality case from $w\|Bx\|^2=0$.

In `truncated_ground`, `hq` is the secular equation for $E_-$ and `hlt` is $w-E_->0$, which makes the trial eigenvector nonzero. For an arbitrary eigenvalue, `a0` and `a1` are the two eliminations, with the multipliers given to `linear_combination`. `Real.abs_le_sqrt` turns the secular equation into $w-2E\le S$.

`missing_relaxation` expresses $g^2$ and $g^4$ through $S$ and $w$, after which `field_simp` and `ring` verify the identity. For the limit, `hc` says that the closed form without its factor $g^4$ is continuous in $g$, `hv` evaluates it at $g=0$, and `congr'` replaces it by the original quotient, with which it agrees for $g\neq0$.
